# Bond–field duality of the open transverse-field Ising chain, up to two end terms

With Pauli matrices X_j and Z_j, the two-spin Ising Hamiltonian −J Z_0 Z_1 − h (X_0 + X_1) has the energies −J, −J, J, J if J > 0 and the transverse field h is zero. If the bond and field strengths are exchanged, as a careless use of duality suggests, the energies become −2J, 0, 0, 2J. An open chain has one more field than it has bonds, so the exchange needs end terms. They are derived here from the Pauli relations alone.

The operators X_j (spin flip) and Z_j (spin sign) are elements of a ring `A`, with sites counted from 0.

```lean
import Mathlib

open Finset

namespace IsingBondFieldDuality

noncomputable section

variable {A : Type*} [Ring A] {N : ℕ} {X Z : ℕ → A}
```

On sites 0, …, N−1 the relations are

X_j² = Z_j² = 1, X_j Z_j = −Z_j X_j,

and all other pairs commute. Neither a Hilbert space nor hermiticity is assumed. `X` and `Z` are defined on all natural numbers but constrained only for `j < N`.

```lean
/-- The Pauli relations on the sites `0, …, N-1`: all `X j` and `Z j` are involutions,
`X j` and `Z j` anticommute on the same site, and all other pairs commute. -/
structure IsPauliChain (N : ℕ) (X Z : ℕ → A) : Prop where
  X_sq : ∀ j, j < N → X j * X j = 1
  Z_sq : ∀ j, j < N → Z j * Z j = 1
  X_comm : ∀ j k, j < N → k < N → Commute (X j) (X k)
  Z_comm : ∀ j k, j < N → k < N → Commute (Z j) (Z k)
  anti : ∀ j, j < N → X j * Z j = -(Z j * X j)
  comm : ∀ j k, j < N → k < N → j ≠ k → Commute (X j) (Z k)
```

## Bonds become fields

The dual field is an Ising bond:

X'_j = Z_j Z_(j+1).

```lean
/-- The dual field `X'_j = Z_j Z_(j+1)`, an Ising bond of the original chain. -/
def dualX (Z : ℕ → A) (j : ℕ) : A := Z j * Z (j + 1)
```

The dual spin is a string of flips from the left end:

Z'_j = X_0 X_1 ⋯ X_j.

```lean
/-- The dual spin `Z'_j = X_0 X_1 ⋯ X_j`, a string of spin flips from the left end. -/
def dualZ (X : ℕ → A) : ℕ → A
  | 0 => X 0
  | j + 1 => dualZ X j * X (j + 1)
```

With real couplings J and h, the Hamiltonian on sites 0, …, N is

H = −J Σ_(j<N) Z_j Z_(j+1) − h Σ_(j≤N) X_j.

In `isingH` the number `N` counts bonds, whereas in `IsPauliChain` it counts sites. Where the letter `H` appears in the Lean theorems below, it names the assumed Pauli relations, not the Hamiltonian.

```lean
/-- The open transverse-field Ising Hamiltonian on the `N + 1` sites `0, …, N`,
with bond coupling `J` and field `h`. -/
def isingH [Algebra ℝ A] (N : ℕ) (J h : ℝ) (X Z : ℕ → A) : A :=
  -(J • ∑ j ∈ range N, Z j * Z (j + 1)) - h • ∑ j ∈ range (N + 1), X j
```

## Signs picked up by a string

Every factor of Z'_j commutes with X_k, hence so does the product. Lean adds one factor at a time by induction.

```lean
/-- In a Pauli chain, a string of flips commutes with every single flip. -/
theorem string_commute_X (H : IsPauliChain N X Z) (j k : ℕ) (hj : j < N) (hk : k < N) :
    Commute (dualZ X j) (X k) := by
  induction j with
  | zero => exact H.X_comm 0 k hj hk
  | succ j ih => exact (ih (by omega)).mul_left (H.X_comm (j + 1) k hj hk)
```

The same argument, applied to the factors of a second string, gives Z'_j Z'_k = Z'_k Z'_j.

```lean
/-- In a Pauli chain, any two strings of flips commute. -/
theorem string_commute_string (H : IsPauliChain N X Z) (j k : ℕ) (hj : j < N) (hk : k < N) :
    Commute (dualZ X j) (dualZ X k) := by
  induction k with
  | zero => exact string_commute_X H j 0 hj hk
  | succ k ih => exact (ih (by omega)).mul_right (string_commute_X H j (k + 1) hj hk)
```

Strings square to one, because the middle factors can be exchanged:

Z'_(j+1)² = Z'_j X_(j+1) Z'_j X_(j+1) = Z'_j² X_(j+1)² = 1.

```lean
/-- In a Pauli chain, every string of flips is an involution. -/
theorem string_sq (H : IsPauliChain N X Z) (j : ℕ) (hj : j < N) :
    dualZ X j * dualZ X j = 1 := by
  induction j with
  | zero => exact H.X_sq 0 hj
  | succ j ih =>
    have hc := (string_commute_X H j (j + 1) (by omega) hj).symm
    change dualZ X j * X (j + 1) * (dualZ X j * X (j + 1)) = 1
    rw [hc.mul_mul_mul_comm, ih (by omega), H.X_sq (j + 1) hj, one_mul]
```

The device behind these steps is Mathlib's `Commute a b`, the statement ab = ba for one pair. The `ring` tactic assumes that all products commute, so it cannot reorder operators here. Instead, `mul_left` and `mul_right` extend a commutation to products, and `mul_mul_mul_comm` exchanges the middle two of four factors once that pair is known to commute.

For j < k, no factor of Z'_j sits on site k, so Z'_j Z_k = Z_k Z'_j.

```lean
/-- In a Pauli chain, a string of flips commutes with `Z k` at a site beyond its end. -/
theorem string_commute_Z (H : IsPauliChain N X Z) (j k : ℕ) (hjk : j < k) (hk : k < N) :
    Commute (dualZ X j) (Z k) := by
  induction j with
  | zero => exact H.comm 0 k (by omega) hk (by omega)
  | succ j ih =>
    exact (ih (by omega)).mul_left (H.comm (j + 1) k (by omega) hk (by omega))
```

For k ≤ j, exactly one factor does, so Z'_j Z_k = −Z_k Z'_j. In the induction from j to j+1, the sign comes from the new factor if k = j+1:

Z'_j X_(j+1) Z_(j+1) = −Z'_j Z_(j+1) X_(j+1) = −Z_(j+1) Z'_j X_(j+1).

Otherwise it comes from the shorter string.

```lean
/-- In a Pauli chain, a string of flips anticommutes with `Z k` at a site it covers. -/
theorem string_anticommute_Z (H : IsPauliChain N X Z) (j k : ℕ) (hkj : k ≤ j) (hj : j < N) :
    dualZ X j * Z k = -(Z k * dualZ X j) := by
  induction j with
  | zero =>
    obtain rfl : k = 0 := by omega
    exact H.anti 0 hj
  | succ j ih =>
    change dualZ X j * X (j + 1) * Z k = -(Z k * (dualZ X j * X (j + 1)))
    rcases Nat.lt_or_ge j k with hlt | hle
    · -- the sign comes from the last flip of the string
      obtain rfl : k = j + 1 := by omega
      rw [mul_assoc, H.anti (j + 1) hj, mul_neg, ← mul_assoc,
        (string_commute_Z H j (j + 1) hlt hj).eq, mul_assoc]
    · -- the sign comes from the shorter string
      rw [mul_assoc, (H.comm (j + 1) k hj (by omega) (by omega)).eq, ← mul_assoc,
        ih hle (by omega), neg_mul, mul_assoc]
```

A bond X'_j meets no sign from Z'_k if k < j, and two if k > j:

Z_j Z_(j+1) Z'_k = −Z_j Z'_k Z_(j+1) = Z'_k Z_j Z_(j+1).

```lean
/-- In a Pauli chain, the bond between `j` and `j + 1` commutes with every string of flips
that does not end at `j`. -/
theorem bond_commute_string (H : IsPauliChain N X Z) (j k : ℕ) (hj : j + 1 < N) (hk : k < N)
    (hjk : j ≠ k) : Commute (dualX Z j) (dualZ X k) := by
  rcases Nat.lt_or_ge k j with hlt | hle
  · exact ((string_commute_Z H k j hlt (by omega)).mul_right
      (string_commute_Z H k (j + 1) (by omega) hj)).symm
  · -- the string covers both ends of the bond, and the two signs cancel
    have h1 := string_anticommute_Z H k j hle hk
    have h2 := string_anticommute_Z H k (j + 1) (by omega) hk
    change Z j * Z (j + 1) * dualZ X k = dualZ X k * (Z j * Z (j + 1))
    rw [← mul_assoc, h1, neg_mul, mul_assoc (Z j) (dualZ X k), h2, mul_neg, neg_neg, mul_assoc]
```

If k = j, only Z_j gives a sign:

X'_j Z'_j = Z_j Z'_j Z_(j+1) = −Z'_j X'_j.

Bonds commute with each other, and X'_j² = Z_j² Z_(j+1)² = 1. Thus N+1 original sites yield a Pauli chain of N dual sites.

```lean
/-- The bonds and flip strings of a Pauli chain with `N + 1` sites satisfy the Pauli
relations of a chain with `N` sites. -/
theorem dual_isPauliChain (H : IsPauliChain (N + 1) X Z) :
    IsPauliChain N (dualX Z) (dualZ X) where
  X_sq j hj := by
    have hc := H.Z_comm (j + 1) j (by omega) (by omega)
    change Z j * Z (j + 1) * (Z j * Z (j + 1)) = 1
    rw [hc.mul_mul_mul_comm, H.Z_sq j (by omega), H.Z_sq (j + 1) (by omega), one_mul]
  Z_sq j hj := string_sq H j (by omega)
  X_comm j k hj hk :=
    ((H.Z_comm j k (by omega) (by omega)).mul_right
      (H.Z_comm j (k + 1) (by omega) (by omega))).mul_left
    ((H.Z_comm (j + 1) k (by omega) (by omega)).mul_right
      (H.Z_comm (j + 1) (k + 1) (by omega) (by omega)))
  Z_comm j k hj hk := string_commute_string H j k (by omega) (by omega)
  anti j hj := by
    -- the string ends inside the bond, so exactly one sign appears
    have h1 := string_anticommute_Z H j j le_rfl (by omega)
    have h2 := (string_commute_Z H j (j + 1) (by omega) (by omega)).eq
    change Z j * Z (j + 1) * dualZ X j = -(dualZ X j * (Z j * Z (j + 1)))
    rw [← mul_assoc, h1, neg_mul, neg_neg, mul_assoc (Z j) (dualZ X j), h2, mul_assoc]
  comm j k hj hk hjk := bond_commute_string H j k (by omega) (by omega) hjk
```

## Fields become bonds

Neighbouring strings share all but one factor:

Z'_j Z'_(j+1) = Z'_j² X_(j+1) = X_(j+1).

```lean
/-- In a Pauli chain, the Ising bond of two neighbouring dual spins is the original
field: `Z'_j Z'_(j+1) = X_(j+1)`. -/
theorem dual_bond_eq_field (H : IsPauliChain N X Z) (j : ℕ) (hj : j + 1 < N) :
    dualZ X j * dualZ X (j + 1) = X (j + 1) := by
  change dualZ X j * (dualZ X j * X (j + 1)) = X (j + 1)
  rw [← mul_assoc, string_sq H j (by omega), one_mul]
```

Now take N+2 sites and let P = Z'_(N+1) be the flip of all spins. The inner fields X_1, …, X_N are dual bonds. The end fields are X_0 = Z'_0 and X_(N+1) = Z'_N P. Hence

H(J, h) = H'(h, J) − h (Z'_0 + Z'_N P),

where H' is the Ising Hamiltonian of the N+1 dual sites. P commutes with every X'_j and Z'_j of that chain. In Lean, the two `sum_range_succ` lemmas split off the end fields, and `module` compares coefficients.

```lean
/-- Kramers–Wannier duality of the open Ising chain with `N + 2` sites: in the dual operators
`J` and `h` are exchanged, up to two end terms. The full flip `P = dualZ X (N + 1)` in
the right end term commutes with all operators of the dual chain. -/
theorem kramers_wannier_open [Algebra ℝ A] (H : IsPauliChain (N + 2) X Z) (J h : ℝ) :
    isingH (N + 1) J h X Z = isingH N h J (dualX Z) (dualZ X)
        - h • (dualZ X 0 + dualZ X N * dualZ X (N + 1)) ∧
      ∀ j, j < N + 1 → Commute (dualX Z j) (dualZ X (N + 1)) ∧
        Commute (dualZ X j) (dualZ X (N + 1)) := by
  constructor
  · -- split off the two end fields; the others are dual bonds
    have hb : ∑ j ∈ range N, dualZ X j * dualZ X (j + 1) = ∑ j ∈ range N, X (j + 1) := by
      refine Finset.sum_congr rfl fun j hj => ?_
      have hj' := Finset.mem_range.mp hj
      exact dual_bond_eq_field H j (by omega)
    have h0 : dualZ X 0 = X 0 := rfl
    unfold isingH
    rw [hb, dual_bond_eq_field H N (by omega), h0, Finset.sum_range_succ X (N + 1),
      Finset.sum_range_succ' X N]
    simp only [dualX]
    module
  · intro j hj
    exact ⟨bond_commute_string H j (N + 1) (by omega) (by omega) (by omega),
      string_commute_string H j (N + 1) (by omega) (by omega)⟩
```

Despite its name, `kramers_wannier_open` is an operator identity for a finite chain with uniform couplings; it contains no partition function and locates no phase transition. In exact diagonalisation of such a chain, it gives the boundary terms needed to compare weak and strong fields. Comparing spectra takes a further step, the restriction to states with P = ±1, where the right end term becomes an ordinary boundary field ∓h Z'_N.

## The spin-½ chain satisfies the relations

Let s be a configuration of N two-valued spins, and F_j s the same configuration with spin j reversed.

```lean
/-- The configuration `s` of `N` two-valued spins with the spin at site `j` reversed. -/
def flipSpin (j : ℕ) (s : Fin N → Bool) : Fin N → Bool :=
  fun i => if i.val = j then !(s i) else s i
```

Let z_j(s) = ±1 be the sign of spin j, with `true` read as −1.

```lean
/-- The sign `±1` of the spin at site `j`, set to `1` outside the chain. -/
def spinSign (s : Fin N → Bool) (j : ℕ) : ℂ :=
  if h : j < N then (if s ⟨j, h⟩ then -1 else 1) else 1
```

On wavefunctions ψ, the flip acts as (X_j ψ)(s) = ψ(F_j s).

```lean
/-- The operator on wavefunctions of `N` spins that flips the spin at site `j`. -/
def flipOp (N j : ℕ) : Module.End ℂ ((Fin N → Bool) → ℂ) where
  toFun ψ := fun s => ψ (flipSpin j s)
  map_add' _ _ := rfl
  map_smul' _ _ := rfl
```

The sign operator acts as (Z_j ψ)(s) = z_j(s) ψ(s).

```lean
/-- The operator on wavefunctions of `N` spins that multiplies by the spin sign at site `j`. -/
def signOp (N j : ℕ) : Module.End ℂ ((Fin N → Bool) → ℂ) where
  toFun ψ := fun s => spinSign s j * ψ s
  map_add' ψ φ := by
    funext s
    simp only [Pi.add_apply, mul_add]
  map_smul' c ψ := by
    funext s
    simp only [Pi.smul_apply, smul_eq_mul, RingHom.id_apply]
    ring
```

Since F_j reverses z_j and no other sign,

(X_j Z_j ψ)(s) = z_j(F_j s) ψ(F_j s) = −z_j(s) ψ(F_j s) = −(Z_j X_j ψ)(s).

The other relations follow in the same way, by evaluating both sides on ψ and s, for every N.

```lean
/-- The spin-flip and spin-sign operators on wavefunctions of `N` spins satisfy the
Pauli relations. -/
theorem isPauliChain_witness (N : ℕ) : IsPauliChain N (flipOp N) (signOp N) where
  X_sq j _ := by
    refine LinearMap.ext fun ψ => funext fun s => ?_
    change ψ (flipSpin j (flipSpin j s)) = ψ s
    congr 1
    funext i
    by_cases h : i.val = j <;> simp [flipSpin, h]
  Z_sq j hj := by
    refine LinearMap.ext fun ψ => funext fun s => ?_
    change spinSign s j * (spinSign s j * ψ s) = ψ s
    cases hs : s ⟨j, hj⟩ <;> simp [spinSign, hj, hs]
  X_comm j k _ _ := by
    refine LinearMap.ext fun ψ => funext fun s => ?_
    change ψ (flipSpin k (flipSpin j s)) = ψ (flipSpin j (flipSpin k s))
    congr 1
    funext i
    simp only [flipSpin]
    split_ifs <;> rfl
  Z_comm j k _ _ := by
    refine LinearMap.ext fun ψ => funext fun s => ?_
    change spinSign s j * (spinSign s k * ψ s) = spinSign s k * (spinSign s j * ψ s)
    ring
  anti j hj := by
    refine LinearMap.ext fun ψ => funext fun s => ?_
    change spinSign (flipSpin j s) j * ψ (flipSpin j s) = -(spinSign s j * ψ (flipSpin j s))
    cases hs : s ⟨j, hj⟩ <;> simp [spinSign, flipSpin, hj, hs]
  comm j k _ hk hjk := by
    refine LinearMap.ext fun ψ => funext fun s => ?_
    change spinSign (flipSpin j s) k * ψ (flipSpin j s) = spinSign s k * ψ (flipSpin j s)
    have hs : spinSign (flipSpin j s) k = spinSign s k := by
      simp [spinSign, flipSpin, hk, hjk.symm]
    rw [hs]

end

end IsingBondFieldDuality
```

```lean
#print axioms IsingBondFieldDuality.dual_isPauliChain
-- 'IsingBondFieldDuality.dual_isPauliChain' depends on axioms: [propext, Quot.sound]
#print axioms IsingBondFieldDuality.kramers_wannier_open
-- 'IsingBondFieldDuality.kramers_wannier_open' depends on axioms: [propext, Classical.choice, Quot.sound]
```
